# The twelve two-photon exchange diagrams between two molecules sum to the mean of a kernel and its photon-swapped copy

Two molecules, $A$ and $B$, each with excitation energy 1, exchange two photons of energies 1 and 2. Twelve time-ordered diagrams describe the exchanges in which $A$ meets the photon of energy 1 before the other. Apart from the couplings and an overall minus sign, each contributes the product of three reciprocal intermediate energies, and together these products give $19/27$. Now take the compact expression

$$F(k,q)=\frac{4(a+b+k)}{(a+b)(a+k)(b+k)}\left(\frac1{k+q}-\frac1{k-q}\right),$$

where $a,b$ are the excitation energies of molecules $A$ and $B$, and $k,q$ are the photon energies. With $a=b=1$ it gives $F(1,2)=2$ and $F(2,1)=-16/27$. Neither value equals $19/27$, but their mean does.

The same holds for all positive $a,b$ and all distinct positive $k,q$: if $S(k,q)$ is the sum over the twelve diagrams, then $2S(k,q)=F(k,q)+F(q,k)$. In molecular QED this algebra shortens the fourth-order dispersion energy of two ground-state molecules, here for one excited level per molecule and finitely many distinct photon energies.

```lean
import Mathlib

open Finset

namespace CasimirPolderDiagrams

noncomputable section
```

## Vertices and time orderings

Only transition dipoles are kept here, and permanent dipoles are left out. Each interaction then creates or absorbs one photon and moves one molecule between its ground and excited states. Two-photon exchange appears at fourth order, with four such vertices: each molecule meets each photon once. The letters $k$ and $q$ denote energies, not wavenumbers; the two coincide when $\hbar=c=1$.

```lean
/-- The four interaction vertices: molecule `A` or `B` couples to photon `k` or `q`. -/
inductive Vertex
  | Ak
  | Aq
  | Bk
  | Bq
  deriving DecidableEq
```

Four vertices have 24 time orderings. Interchanging the photon labels pairs them up, so one ordering from each pair is kept: the one in which $A$ meets $k$ before $q$. A later sum over ordered pairs $(k,q)$ then counts every process once. In Lean a diagram is a list of vertices, earliest first, and the filter compares the positions of `Ak` and `Aq`.

```lean
/-- The twelve two-photon exchange diagrams: time orderings of the four vertices in which
molecule `A` meets photon `k` before photon `q`. -/
def diagrams : List (List Vertex) :=
  (List.permutations' [Vertex.Ak, Vertex.Aq, Vertex.Bk, Vertex.Bq]).filter
    (fun h => h.idxOf Vertex.Ak < h.idxOf Vertex.Aq)
```

## Intermediate energies from one rule

A molecule is excited exactly between its two vertices, and a photon is in flight exactly between its emission and its absorption. Either quantum therefore contributes its energy when one of its two vertices has occurred and the other has not. The history `h` is the list of vertices that have already occurred.

```lean
/-- A quantum of energy `e` that lives between the vertices `x` and `y` contributes `e` when
exactly one of them has occurred in the history `h`, and nothing otherwise. -/
def between (x y : Vertex) (h : List Vertex) (e : ℝ) : ℝ :=
  if (x ∈ h ↔ y ∈ h) then 0 else e
```

The energy above the ground state is the sum over the four possible quanta. After $A$ has met $k$, for instance, it is $a+k$.

```lean
/-- Energy above the ground state after the vertices in `h` have occurred: excitations `a`, `b`
of the molecules and photons `k`, `q` in flight. -/
def energy (a b k q : ℝ) (h : List Vertex) : ℝ :=
  between .Ak .Aq h a + between .Bk .Bq h b + between .Ak .Bk h k + between .Aq .Bq h q
```

Perturbation theory divides by the energies after one, two and three vertices. The function `weight` is the product of these reciprocals. The overall minus sign of the fourth-order energy and the coupling matrix elements are left out.

```lean
/-- Product of the reciprocals of the three intermediate energies of a diagram, for nonzero
intermediate energies. -/
def weight (a b k q : ℝ) (h : List Vertex) : ℝ :=
  (energy a b k q (h.take 1))⁻¹ * (energy a b k q (h.take 2))⁻¹ *
    (energy a b k q (h.take 3))⁻¹
```

The sum $S(k,q)$ is `diagramSum a b k q`, and $F(k,q)$ is `kernel a b k q`.

```lean
/-- The sum `S` of the reciprocal energy products over the twelve diagrams, for nonzero
intermediate energies. -/
def diagramSum (a b k q : ℝ) : ℝ :=
  (diagrams.map (weight a b k q)).sum

/-- The compact kernel `F(k,q)`, for nonzero `a + b`, `a + k`, `b + k`, `k + q` and `k - q`. -/
def kernel (a b k q : ℝ) : ℝ :=
  4 * (a + b + k) / ((a + b) * (a + k) * (b + k)) * (1 / (k + q) - 1 / (k - q))
```

The enumeration is a finite computation, which `decide +kernel` carries out.

```lean
/-- The explicit list of the twelve diagrams, each read in order of time. -/
theorem diagrams_eq : diagrams =
    [[.Ak, .Aq, .Bk, .Bq], [.Ak, .Bk, .Aq, .Bq], [.Bk, .Ak, .Aq, .Bq],
     [.Ak, .Bk, .Bq, .Aq], [.Bk, .Ak, .Bq, .Aq], [.Bk, .Bq, .Ak, .Aq],
     [.Ak, .Aq, .Bq, .Bk], [.Ak, .Bq, .Aq, .Bk], [.Bq, .Ak, .Aq, .Bk],
     [.Ak, .Bq, .Bk, .Aq], [.Bq, .Ak, .Bk, .Aq], [.Bq, .Bk, .Ak, .Aq]] := by
  decide +kernel
```

## Three groups of four

If the first vertex joins a molecule of excitation energy $x$ to a photon of energy $p$, the first intermediate energy is $x+p$. If that vertex comes last instead, the third intermediate energy is also $x+p$, because only these two quanta are still present. The diagrams can therefore be sorted by their middle state.

- **Two photons, no excitation**, energy $k+q$. One molecule has completed both its vertices. If $A$ acts first, the outer factors sum to $\frac1{a+k}\left(\frac1{b+k}+\frac1{b+q}\right)$. If $B$ acts first, $\frac1{a+k}$ is replaced by $\frac1{a+q}$.
- **Two excitations, no photon**, energy $a+b$. Photon $k$ has been exchanged. The first vertex is either of its two, and the last is either of those of $q$.
- **All four quanta**, energy $a+b+k+q$. The vertices $Ak$ and $Bq$ have occurred, in either order, and $Aq$ and $Bk$ follow, in either order.

Hence

$$\begin{aligned}S={}&\frac{1}{k+q}\left(\frac1{a+k}+\frac1{a+q}\right)\left(\frac1{b+k}+\frac1{b+q}\right)\\&+\frac1{a+b}\left(\frac1{a+k}+\frac1{b+k}\right)\left(\frac1{a+q}+\frac1{b+q}\right)\\&+\frac1{a+b+k+q}\left(\frac1{a+k}+\frac1{b+q}\right)\left(\frac1{b+k}+\frac1{a+q}\right).\end{aligned}$$

In the proof, `simp` works out which quanta are present in each state, and `ring` collects the twelve terms into these products. The theorem is stated for all real arguments because Lean sets $0^{-1}=0$; it has its physical meaning when the intermediate energies are nonzero.

```lean
/-- Grouped by the middle intermediate state (two photons, two excited molecules, or both),
the twelve diagrams form three factorised groups of four. -/
theorem diagramSum_by_middle_state (a b k q : ℝ) :
    diagramSum a b k q =
      (k + q)⁻¹ * (((a + k)⁻¹ + (a + q)⁻¹) * ((b + k)⁻¹ + (b + q)⁻¹)) +
      (a + b)⁻¹ * (((a + k)⁻¹ + (b + k)⁻¹) * ((a + q)⁻¹ + (b + q)⁻¹)) +
      (a + b + k + q)⁻¹ * (((a + k)⁻¹ + (b + q)⁻¹) * ((b + k)⁻¹ + (a + q)⁻¹)) := by
  -- evaluate which quanta are present in each intermediate state
  simp [diagramSum, diagrams_eq, weight, energy, between]
  ring
```

Interchanging $k$ and $q$ leaves the first group unchanged and swaps the two brackets in each of the others. So $S(k,q)=S(q,k)$, although the rule that selected the diagrams treats the photons differently.

```lean
/-- The sum over the twelve diagrams is unchanged when the two photon energies are
interchanged. -/
theorem diagramSum_symm (a b k q : ℝ) : diagramSum a b k q = diagramSum a b q k := by
  rw [diagramSum_by_middle_state, diagramSum_by_middle_state]
  ring
```

## From three groups to two kernels

Write $\sigma=a+b$, $\tau=k+q$ and $D=(a+k)(a+q)(b+k)(b+q)$. Over the common denominator $D$, the three groups have the numerators

$$\frac{(2a+\tau)(2b+\tau)}{\tau}=\frac{4ab}{\tau}+2\sigma+\tau,$$

$$\frac{(\sigma+2k)(\sigma+2q)}{\sigma}=\sigma+2\tau+\frac{4kq}{\sigma},$$

$$\frac{(\sigma+\tau)^2}{\sigma+\tau}=\sigma+\tau.$$

Adding them gives

$$S=\frac{4N}{\sigma\tau D},\qquad N=\sigma\tau(\sigma+\tau)+\sigma ab+\tau kq.$$

For the kernels, use

$$\frac1{k+q}-\frac1{k-q}=\frac{-2q}{\tau(k-q)},\qquad \frac1{q+k}-\frac1{q-k}=\frac{2k}{\tau(k-q)}.$$

Therefore

$$F(k,q)+F(q,k)=\frac{8\left[k(\sigma+q)(a+k)(b+k)-q(\sigma+k)(a+q)(b+q)\right]}{\sigma\tau(k-q)D}.$$

Since $(a+k)(b+k)=ab+\sigma k+k^2$, and likewise for $q$, the square bracket equals

$$\begin{aligned}&\sigma\left[ab(k-q)+\sigma(k^2-q^2)+(k^3-q^3)\right]+kq\left[\sigma(k-q)+(k^2-q^2)\right]\\&\quad=(k-q)\left[\sigma ab+\sigma^2\tau+\sigma(k^2+kq+q^2)+\sigma kq+\tau kq\right]\\&\quad=(k-q)N,\end{aligned}$$

where the last line uses $k^2+2kq+q^2=\tau^2$. The factor $k-q$ cancels, leaving $8N/(\sigma\tau D)=2S$. Each kernel has a pole at $k=q$, and the poles cancel in the sum.

The hypotheses `ha`, `hb`, `hk`, `hq` and `hkq` say that all four energies are positive and that the photon energies differ. Facts `h1` to `h8` turn this into nonzero denominators, and `h9` relates $1/(q-k)$ to $1/(k-q)$. Then `field_simp` clears the denominators, and `ring` checks the polynomial identity that the factorisation above organises.

```lean
/-- For positive excitation energies and distinct positive photon energies, twice the sum over
the twelve diagrams is the compact kernel plus the same kernel with the photons interchanged. -/
theorem two_mul_diagramSum {a b k q : ℝ} (ha : 0 < a) (hb : 0 < b) (hk : 0 < k) (hq : 0 < q)
    (hkq : k ≠ q) :
    2 * diagramSum a b k q = kernel a b k q + kernel a b q k := by
  have h1 : a + b ≠ 0 := by positivity
  have h2 : a + k ≠ 0 := by positivity
  have h3 : a + q ≠ 0 := by positivity
  have h4 : b + k ≠ 0 := by positivity
  have h5 : b + q ≠ 0 := by positivity
  have h6 : k + q ≠ 0 := by positivity
  have h7 : a + b + k + q ≠ 0 := by positivity
  have h8 : k - q ≠ 0 := sub_ne_zero.mpr hkq
  -- bring both kernels to the same denominators
  have h9 : 1 / (q - k) = -(1 / (k - q)) := by
    rw [← neg_sub k q, div_neg]
  rw [diagramSum_by_middle_state, kernel, kernel, h9, add_comm q k]
  field_simp
  ring
```

## One kernel in a symmetric mode sum

The interaction energy also contains couplings and the dependence on molecular separation. For real transition dipoles, after summing over photon polarisations and directions, these form a factor $w(k,q)$ common to the twelve diagrams and symmetric in the photons. This factor is an input here, so no distance law is derived.

Pairs with $k=q$ also contribute to a discrete mode sum. There $S$ is finite but $F$ has its pole, so these pairs are left out here and would have to be added separately using $S$. Summing over ordered pairs of distinct energies,

$$\sum_{k\ne q}w(k,q)S(k,q)=\frac12\sum_{k\ne q}w(k,q)\left[F(k,q)+F(q,k)\right].$$

Exchanging the names $k$ and $q$ in the second term, and using $w(k,q)=w(q,k)$, turns it into the first. The right-hand side is therefore $\sum_{k\ne q} w(k,q)F(k,q)$.

In Lean, `s` is a finite set of positive photon energies and `s.offDiag` is its set of ordered pairs with unequal entries. The function `w` is this common factor, not the earlier `weight`. The fact `hswap` performs the relabelling through `Prod.swap`, `htwo` sums the two-kernel identity over all pairs, and `linarith` combines them.

In unbounded space the photon energies are continuous and an integral takes the place of this finite sum. The pole of $F$ at $k=q$ then calls for a principal value.

```lean
/-- In a sum over all ordered pairs of distinct energies from a finite set of positive photon
energies, with a weight symmetric in the two photons, and for positive excitation energies, the
twelve diagrams may be replaced by the single kernel `F(k,q)`. -/
theorem mode_sum_eq {a b : ℝ} (ha : 0 < a) (hb : 0 < b) (s : Finset ℝ)
    (hs : ∀ k ∈ s, 0 < k) (w : ℝ → ℝ → ℝ) (hw : ∀ k q, w k q = w q k) :
    ∑ p ∈ s.offDiag, w p.1 p.2 * diagramSum a b p.1 p.2 =
      ∑ p ∈ s.offDiag, w p.1 p.2 * kernel a b p.1 p.2 := by
  -- relabelling the photons leaves the weighted sum of kernels unchanged
  have hswap : ∑ p ∈ s.offDiag, w p.1 p.2 * kernel a b p.2 p.1 =
      ∑ p ∈ s.offDiag, w p.1 p.2 * kernel a b p.1 p.2 := by
    refine Finset.sum_nbij' Prod.swap Prod.swap ?_ ?_ ?_ ?_ ?_
    · intro p hp
      rw [Finset.mem_offDiag] at hp ⊢
      exact ⟨hp.2.1, hp.1, hp.2.2.symm⟩
    · intro p hp
      rw [Finset.mem_offDiag] at hp ⊢
      exact ⟨hp.2.1, hp.1, hp.2.2.symm⟩
    · intro p _
      exact Prod.swap_swap p
    · intro p _
      exact Prod.swap_swap p
    · intro p _
      exact congrArg (fun x => x * kernel a b p.2 p.1) (hw p.1 p.2)
  -- sum the two-kernel identity over all pairs
  have htwo : 2 * ∑ p ∈ s.offDiag, w p.1 p.2 * diagramSum a b p.1 p.2 =
      ∑ p ∈ s.offDiag, w p.1 p.2 * kernel a b p.1 p.2 +
      ∑ p ∈ s.offDiag, w p.1 p.2 * kernel a b p.2 p.1 := by
    rw [Finset.mul_sum, ← Finset.sum_add_distrib]
    refine Finset.sum_congr rfl ?_
    intro p hp
    rw [Finset.mem_offDiag] at hp
    have h := two_mul_diagramSum ha hb (hs _ hp.1) (hs _ hp.2.1) hp.2.2
    linear_combination w p.1 p.2 * h
  linarith
```

## An unsymmetric weight breaks the replacement

Take $a=b=1$ and photon energies 1 and 2, as at the start. With $w(1,2)=1$ and $w(2,1)=0$, the diagrams give $19/27$ and the single kernel gives 2. For general weights on these two pairs, the kernel sum exceeds the diagram sum by $\frac{35}{27}\left[w(1,2)-w(2,1)\right]$, so here the replacement is correct only when the two weights agree.

The last theorem supplies the two values used in this example. It evaluates $S$ from the grouped form, as $\frac{25}{108}+\frac13+\frac5{36}=\frac{19}{27}$, and $F$ from its definition, as $\frac32\cdot\frac43=2$.

```lean
/-- At `a = b = k = 1` and `q = 2` the twelve diagrams sum to `19/27`, while the kernel `F(k,q)`
equals `2`. -/
theorem kernel_needs_symmetrisation :
    diagramSum 1 1 1 2 = 19 / 27 ∧ kernel 1 1 1 2 = 2 := by
  constructor
  · rw [diagramSum_by_middle_state]
    norm_num
  · norm_num [kernel]

end

end CasimirPolderDiagrams
```

```lean
#print axioms CasimirPolderDiagrams.diagramSum_symm
#print axioms CasimirPolderDiagrams.two_mul_diagramSum
#print axioms CasimirPolderDiagrams.mode_sum_eq
#print axioms CasimirPolderDiagrams.kernel_needs_symmetrisation
```

```
'CasimirPolderDiagrams.diagramSum_symm' depends on axioms: [propext, Classical.choice, Quot.sound]
'CasimirPolderDiagrams.two_mul_diagramSum' depends on axioms: [propext, Classical.choice, Quot.sound]
'CasimirPolderDiagrams.mode_sum_eq' depends on axioms: [propext, Classical.choice, Quot.sound]
'CasimirPolderDiagrams.kernel_needs_symmetrisation' depends on axioms: [propext, Classical.choice, Quot.sound]
```
